# Adding Q ≥ 0 to S and EQ to H never moves an ordered generalized level away from E or across it

## Can extra augmentation charge push a level through the reference energy?

If a level could cross the reference energy whenever I changed the augmentation charge, I would lose count of the states below that energy, and a spurious low-lying state could come from nothing more than a different norm. This worries me about ultrasoft pseudopotentials. When I add charge in the projectors and hold the rest of the pseudopotential fixed, the overlap operator $S$ changes. If all projectors share one reference energy $E$ and the potential is that of the reference atom, the same term, multiplied by $E$, also goes into the Hamiltonian $H$. Both sides of $Hx=\lambda Sx$ move at once, and the eigenvectors mix. Can I still say where each level goes?

## The operator H − ES stays fixed while the norm grows

Yes, if the added charge matrix is positive semidefinite. Every level then stays on its side of $E$, and its distance from $E$ does not grow.

Let $H$ and $S$ be $n\times n$ matrices, $H$ Hermitian and $S$ positive definite. The columns of $B$ are the projectors, and $dq$ is the added charge matrix. Put

$$Q=B\,dq\,B^\dagger,\qquad S'=S+Q,\qquad H'=H+EQ .$$

Then $H'-ES'=H-ES$. A trial state keeps the numerator of its energy relative to $E$, while the denominator, its norm, can only grow.

With one basis function this is already the whole answer. For numbers $s>0$ and $q\ge 0$ in place of $S$ and $Q$,

$$\lambda'-E=(\lambda-E)\,\frac{s}{s+q}.$$

The sign is kept, the distance shrinks or stays, and $\lambda'\to E$ as $q\to\infty$. The formula also shows that a positive definite $S'$ alone does not give the distance bound: $s=1$, $q=-\tfrac12$ doubles the distance.

For general $n$, order the levels as $\lambda_0\le\dots\le\lambda_{n-1}$, and likewise $\lambda'_k$ for the pair $(H',S')$. Let $\Lambda$ be the diagonal matrix of the $\lambda_i$, and collect the generalized eigenvectors in $X$, so that $X^\dagger SX=1$ and $HX=SX\Lambda$. For a state $v$ set $c=X^\dagger Sv$. Since $X$ is square, $X^\dagger S$ is its inverse, so $v=Xc$. Also $X^\dagger HX=X^\dagger SX\Lambda=\Lambda$. Hence

$$\langle v|S|v\rangle=\sum_i|c_i|^2,\qquad \langle v|H|v\rangle=\sum_i\lambda_i|c_i|^2 ,$$

and the first sum is positive for $v\neq0$. The primed pair has the same expansion with coefficients $c'_i$.

Fix $k$. Require $c_i=0$ for $i>k$ and $c'_i=0$ for $i<k$. These are $(n-1-k)+k=n-1$ homogeneous linear conditions on $n$ unknowns, so some $v\ne0$ satisfies them. For this state only levels up to $k$ enter the first expansion, and only levels from $k$ upwards enter the second:

$$\langle v|H|v\rangle\le\lambda_k\langle v|S|v\rangle,\qquad \lambda'_k\langle v|S'|v\rangle\le\langle v|H'|v\rangle .$$

Write $s=\langle v|S|v\rangle>0$ and $d=\langle v|Q|v\rangle=(B^\dagger v)^\dagger dq\,(B^\dagger v)\ge0$. Then $\lambda'_k(s+d)\le\langle v|H|v\rangle+Ed\le\lambda_ks+Ed$. Subtracting $E(s+d)$ gives

$$(\lambda'_k-E)(s+d)\le(\lambda_k-E)\,s. \tag{1}$$

Exchanging the two pairs gives another state $w$, with $t=\langle w|S|w\rangle>0$ and $g=\langle w|Q|w\rangle\ge0$. Now $\lambda_kt\le\langle w|H|w\rangle$ and $\langle w|H|w\rangle+Eg\le\lambda'_k(t+g)$, so

$$(\lambda_k-E)\,t\le(\lambda'_k-E)(t+g). \tag{2}$$

Let $a=\lambda_k-E$ and $b=\lambda'_k-E$.

- If $a>0$, (2) gives $b>0$. Then (1) gives $bs\le b(s+d)\le as$, so $b\le a$.
- If $a<0$, (1) gives $b<0$. Then (2) gives $at\le b(t+g)\le bt$, so $a\le b<0$ and $|b|\le|a|$.
- If $a=0$, (1) gives $b\le0$ and (2) gives $b\ge0$, so $b=0$.

Here is the same argument in Lean 4 with Mathlib.

```lean
import Mathlib

open Matrix
open scoped ComplexOrder

namespace UltrasoftOverlap

variable {n : ℕ} {m : Type*} [Fintype m]

/-- The real part of the unnormalised expectation value `⟨v|M|v⟩`. -/
def expect (M : Matrix (Fin n) (Fin n) ℂ) (v : Fin n → ℂ) : ℝ :=
  (star v ⬝ᵥ M *ᵥ v).re

/-- `lam` lists the generalized levels of `H x = lam S x` in increasing order, with
multiplicity: the columns of `X` are a complete `S`-orthonormal set of solutions. -/
def IsOrderedLevels (H S : Matrix (Fin n) (Fin n) ℂ) (lam : Fin n → ℝ) : Prop :=
  Monotone lam ∧ ∃ X : Matrix (Fin n) (Fin n) ℂ,
    Xᴴ * S * X = 1 ∧ H * X = S * X * diagonal (fun i => (lam i : ℂ))

/-- The overlap operator with extra augmentation charge `dq` in the projectors `B`. -/
def augOverlap (S : Matrix (Fin n) (Fin n) ℂ) (B : Matrix (Fin n) m ℂ)
    (dq : Matrix m m ℂ) : Matrix (Fin n) (Fin n) ℂ :=
  S + B * dq * Bᴴ

/-- The Hamiltonian with the augmentation term weighted by the reference energy `E`. -/
def augHamiltonian (H : Matrix (Fin n) (Fin n) ℂ) (B : Matrix (Fin n) m ℂ)
    (dq : Matrix m m ℂ) (E : ℝ) : Matrix (Fin n) (Fin n) ℂ :=
  H + (E : ℂ) • (B * dq * Bᴴ)

/-- A change of basis `v = X c` turns the expectation value of `M` into that of
`Xᴴ M X`. -/
theorem expect_basis_change (M X : Matrix (Fin n) (Fin n) ℂ) (c : Fin n → ℂ) :
    expect M (X *ᵥ c) = expect (Xᴴ * M * X) c := by
  simp only [expect, Matrix.star_mulVec, Matrix.dotProduct_mulVec,
    Matrix.vecMul_vecMul, Matrix.mul_assoc]

/-- For a real diagonal matrix the expectation value is the sum of the diagonal entries
weighted by the populations. -/
theorem expect_diagonal (d : Fin n → ℝ) (c : Fin n → ℂ) :
    expect (diagonal (fun i => (d i : ℂ))) c = ∑ i, d i * Complex.normSq (c i) := by
  simp only [expect, dotProduct, Matrix.mulVec_diagonal, Complex.re_sum]
  refine Finset.sum_congr rfl fun i _ => ?_
  simp [Complex.normSq_apply]
  ring

/-- In a complete `S`-orthonormal set of generalized eigenvectors, norm and energy are sums
over populations, and every nonzero state has positive `S`-norm. -/
theorem level_expansion {H S X : Matrix (Fin n) (Fin n) ℂ} {lam : Fin n → ℝ}
    (hX : Xᴴ * S * X = 1) (hHX : H * X = S * X * diagonal (fun i => (lam i : ℂ)))
    (v : Fin n → ℂ) :
    expect S v = ∑ i, Complex.normSq (((Xᴴ * S) *ᵥ v) i) ∧
    expect H v = ∑ i, lam i * Complex.normSq (((Xᴴ * S) *ᵥ v) i) ∧
    (v ≠ 0 → 0 < expect S v) := by
  have hv : X *ᵥ ((Xᴴ * S) *ᵥ v) = v := by
    rw [Matrix.mulVec_mulVec, mul_eq_one_comm.1 hX, Matrix.one_mulVec]
  have hD : Xᴴ * H * X = diagonal (fun i => (lam i : ℂ)) := by
    rw [Matrix.mul_assoc, hHX, ← Matrix.mul_assoc, ← Matrix.mul_assoc, hX, Matrix.one_mul]
  have h1 : (1 : Matrix (Fin n) (Fin n) ℂ) = diagonal (fun _ => ((1 : ℝ) : ℂ)) := by simp
  have hs : expect S v = ∑ i, Complex.normSq (((Xᴴ * S) *ᵥ v) i) := by
    conv_lhs => rw [← hv]
    rw [expect_basis_change, hX, h1, expect_diagonal]
    simp only [one_mul]
  refine ⟨hs, ?_, fun h0 => ?_⟩
  · conv_lhs => rw [← hv]
    rw [expect_basis_change, hD, expect_diagonal]
  · have hc : (Xᴴ * S) *ᵥ v ≠ 0 := by
      intro hc
      rw [hc, Matrix.mulVec_zero] at hv
      exact h0 hv.symm
    obtain ⟨i, hi⟩ := Function.ne_iff.1 hc
    rw [hs]
    exact Finset.sum_pos' (fun _ _ => Complex.normSq_nonneg _)
      ⟨i, Finset.mem_univ i, Complex.normSq_pos.2 hi⟩

/-- For two generalized eigenproblems and an index `k` there is a common trial state whose energy in
the first problem is at most level `k` of the first, and whose energy in the second problem is at
least level `k` of the second. -/
theorem exists_trial_state {H S H' S' : Matrix (Fin n) (Fin n) ℂ} {lam lam' : Fin n → ℝ}
    (h : IsOrderedLevels H S lam) (h' : IsOrderedLevels H' S' lam') (k : Fin n) :
    ∃ v, 0 < expect S v ∧ 0 < expect S' v ∧
      expect H v ≤ lam k * expect S v ∧ lam' k * expect S' v ≤ expect H' v := by
  obtain ⟨hm, X, hX, hHX⟩ := h
  obtain ⟨hm', X', hX', hHX'⟩ := h'
  -- `n - 1` linear conditions; row `k` is empty, so a nonzero solution exists
  let M : Matrix (Fin n) (Fin n) ℂ := Matrix.of fun i j =>
    if i < k then (X'ᴴ * S') i j else if k < i then (Xᴴ * S) i j else 0
  have hdet : M.det = 0 := Matrix.det_eq_zero_of_row_eq_zero k (fun j => by simp [M])
  obtain ⟨v, hv, hMv⟩ := Matrix.exists_mulVec_eq_zero_iff.2 hdet
  have hlow : ∀ i, i < k → ((X'ᴴ * S') *ᵥ v) i = 0 := fun i hi => by
    have h := congrFun hMv i
    simpa only [M, Matrix.mulVec, dotProduct, Matrix.of_apply, if_pos hi,
      Pi.zero_apply] using h
  have hhigh : ∀ i, k < i → ((Xᴴ * S) *ᵥ v) i = 0 := fun i hi => by
    have h := congrFun hMv i
    simpa only [M, Matrix.mulVec, dotProduct, Matrix.of_apply,
      if_neg (not_lt_of_ge hi.le), if_pos hi, Pi.zero_apply] using h
  obtain ⟨hs, he, hp⟩ := level_expansion hX hHX v
  obtain ⟨hs', he', hp'⟩ := level_expansion hX' hHX' v
  refine ⟨v, hp hv, hp' hv, ?_, ?_⟩
  · rw [he, hs, Finset.mul_sum]
    refine Finset.sum_le_sum fun i _ => ?_
    rcases le_or_gt i k with hi | hi
    · exact mul_le_mul_of_nonneg_right (hm hi) (Complex.normSq_nonneg _)
    · simp [hhigh i hi]
  · rw [he', hs', Finset.mul_sum]
    refine Finset.sum_le_sum fun i _ => ?_
    rcases le_or_gt k i with hi | hi
    · exact mul_le_mul_of_nonneg_right (hm' hi) (Complex.normSq_nonneg _)
    · simp [hlow i hi]

/-- The ordered generalized levels of a pair `H`, `S` are unique. -/
theorem orderedLevels_unique {H S : Matrix (Fin n) (Fin n) ℂ} {lam lam' : Fin n → ℝ}
    (h : IsOrderedLevels H S lam) (h' : IsOrderedLevels H S lam') : lam = lam' := by
  ext k
  obtain ⟨v, hv, _, h1, h2⟩ := exists_trial_state h h' k
  obtain ⟨w, hw, _, h3, h4⟩ := exists_trial_state h' h k
  exact le_antisymm (le_of_mul_le_mul_right (h4.trans h3) hw)
    (le_of_mul_le_mul_right (h2.trans h1) hv)

/-- Let a positive semidefinite augmentation charge add a term to the overlap, and let the same term
times `E` be added to the Hamiltonian. Then `lam' k - E` has the same sign as `lam k - E` for each
ordered generalized level, and the distance from `E` does not grow. -/
theorem augmentation_compresses_spectrum {H S : Matrix (Fin n) (Fin n) ℂ}
    {B : Matrix (Fin n) m ℂ} {dq : Matrix m m ℂ} {E : ℝ} {lam lam' : Fin n → ℝ}
    (hq : dq.PosSemidef) (h : IsOrderedLevels H S lam)
    (h' : IsOrderedLevels (augHamiltonian H B dq E) (augOverlap S B dq) lam')
    (k : Fin n) :
    SignType.sign (lam' k - E) = SignType.sign (lam k - E) ∧
      |lam' k - E| ≤ |lam k - E| := by
  have hd : ∀ v, 0 ≤ expect (B * dq * Bᴴ) v := fun v =>
    (Complex.nonneg_iff.1 ((hq.mul_mul_conjTranspose_same B).dotProduct_mulVec_nonneg v)).1
  have hS : ∀ v, expect (augOverlap S B dq) v = expect S v + expect (B * dq * Bᴴ) v := by
    intro v
    simp only [expect, augOverlap, Matrix.add_mulVec, dotProduct_add, Complex.add_re]
  have hH : ∀ v, expect (augHamiltonian H B dq E) v
      = expect H v + E * expect (B * dq * Bᴴ) v := by
    intro v
    simp only [expect, augHamiltonian, Matrix.add_mulVec, Matrix.smul_mulVec,
      dotProduct_add, dotProduct_smul, Complex.add_re, smul_eq_mul, Complex.re_ofReal_mul]
  -- compare the two spectra in both directions
  obtain ⟨v, hv, hv', h1, h2⟩ := exists_trial_state h h' k
  obtain ⟨w, hw', hw, h3, h4⟩ := exists_trial_state h' h k
  rw [hS] at hv' h2 hw' h3
  rw [hH] at h2 h3
  have up : (lam' k - E) * (expect S v + expect (B * dq * Bᴴ) v)
      ≤ (lam k - E) * expect S v := by linarith
  have low : (lam k - E) * expect S w
      ≤ (lam' k - E) * (expect S w + expect (B * dq * Bᴴ) w) := by linarith
  rcases lt_trichotomy (lam k - E) 0 with ha | ha | ha
  · have hb : lam' k - E < 0 :=
      lt_of_mul_lt_mul_right (by linarith [mul_neg_of_neg_of_pos ha hv]) hv'.le
    rw [sign_neg ha, sign_neg hb, abs_of_neg ha, abs_of_neg hb]
    exact ⟨rfl, neg_le_neg (le_of_mul_le_mul_right
      (by linarith [mul_nonneg (neg_nonneg.2 hb.le) (hd w)]) hw)⟩
  · rw [ha, zero_mul] at up low
    have hb : lam' k - E = 0 := le_antisymm
      (le_of_mul_le_mul_right (by linarith) hv') (le_of_mul_le_mul_right (by linarith) hw')
    rw [ha, hb]
    exact ⟨rfl, le_rfl⟩
  · have hb : 0 < lam' k - E :=
      lt_of_mul_lt_mul_right (by linarith [mul_pos ha hw]) hw'.le
    rw [sign_pos ha, sign_pos hb, abs_of_pos ha, abs_of_pos hb]
    exact ⟨rfl, le_of_mul_le_mul_right (by linarith [mul_nonneg hb.le (hd v)]) hv⟩

/-- With reference energy `1`, augmenting the second of two orthonormal orbitals by the
charge `3` moves the levels `0, 5` to `0, 2`. -/
theorem augmentation_witness :
    (diagonal ![0, 3] : Matrix (Fin 2) (Fin 2) ℂ).PosSemidef ∧
    IsOrderedLevels !![0, 0; 0, 5] 1 ![0, 5] ∧
    IsOrderedLevels (augHamiltonian !![0, 0; 0, 5] 1 (diagonal ![0, 3]) 1)
      (augOverlap 1 1 (diagonal ![0, 3])) ![0, 2] := by
  have h2 : (starRingEnd ℂ) 2 = 2 := Complex.conj_eq_iff_real.2 ⟨2, by norm_num⟩
  refine ⟨Matrix.posSemidef_diagonal_iff.2 fun i => by fin_cases i <;> simp,
    ⟨?_, 1, by simp, ?_⟩, ⟨?_, !![1, 0; 0, 1 / 2], ?_, ?_⟩⟩
  · intro i j hij
    fin_cases i <;> fin_cases j <;> simp_all
  · ext i j
    fin_cases i <;> fin_cases j <;> simp
  · intro i j hij
    fin_cases i <;> fin_cases j <;> simp_all
  · ext i j
    fin_cases i <;> fin_cases j <;>
      norm_num [augOverlap, Matrix.mul_apply, Fin.sum_univ_succ, h2]
  · ext i j
    fin_cases i <;> fin_cases j <;>
      norm_num [augHamiltonian, augOverlap, Matrix.mul_apply, Fin.sum_univ_two,
        Matrix.one_apply]

end UltrasoftOverlap
```

```lean
#print axioms UltrasoftOverlap.orderedLevels_unique
#print axioms UltrasoftOverlap.augmentation_compresses_spectrum
```

```
'UltrasoftOverlap.orderedLevels_unique' depends on axioms: [propext, Classical.choice, Quot.sound]
'UltrasoftOverlap.augmentation_compresses_spectrum' depends on axioms: [propext, Classical.choice, Quot.sound]
```

### What the Lean statement says about the two spectra

The matrices act on coefficient vectors `Fin n → ℂ`, with levels numbered from 0. The finite type `m` labels the projectors, and there may be any finite number of them, linearly dependent or not. `augOverlap S B dq` is $S'$ and `augHamiltonian H B dq E` is $H'$. `expect M v` is the real part of $\langle v|M|v\rangle$ without division by a norm.

`IsOrderedLevels H S lam` says that `lam` is increasing and that a square matrix `X` of $S$-orthonormal solutions exists. Degenerate levels appear with their multiplicity. The condition implies that $H$ is Hermitian and $S$ positive definite, so neither is listed as a separate hypothesis.

The theorem `augmentation_compresses_spectrum` takes a positive semidefinite `dq` and ordered levels `lam` and `lam'` of the two pairs. For every `k` it concludes that `lam' k - E` and `lam k - E` have the same sign, zero included, and that `|lam' k - E| ≤ |lam k - E|`. Both lists are assumed as given. For Hermitian $H$ and positive definite $S$ they exist by the usual diagonalisation, which the file does not carry out. It does prove, in `orderedLevels_unique`, that a pair has at most one such list.

Two assumptions carry the physics. A positive semidefinite `dq` means that the added term never lowers the norm of any state; augmentation matrices in actual pseudopotentials can be indefinite. The single number `E` means that all projector channels share one reference energy, at which the added terms in $H$ and $S$ compensate each other. Ultrasoft pseudopotentials often use several reference energies, and the theorem does not cover that case. The Hamiltonian is otherwise held fixed. In a molecule or solid the added charge also feels the difference between the actual potential and that of the reference atom, which changes $H$ further and is left out here.

Under these assumptions and in a finite basis, the added charge leaves the number of levels below $E$ unchanged, so it adds no extra state there. It can still pull a higher level down to just above $E$, as the formula for one basis function shows at large $q$.

### From the trial state to the three sign cases in Lean

`expect_basis_change` and `expect_diagonal` turn an expectation value into a sum over populations. `level_expansion` combines them into the two expansions above and the positivity of the norm.

`exists_trial_state` builds the state $v$. It writes the $n-1$ conditions as the rows of a square matrix `M` whose row `k` is zero. The determinant therefore vanishes, and `Matrix.exists_mulVec_eq_zero_iff` supplies a nonzero solution. `hlow` and `hhigh` read off the vanishing coefficients, and `Finset.sum_le_sum` compares the energy sums term by term. Applied in both orders to two lists for the same pair, this lemma also gives uniqueness.

In the main theorem, `hd` is $\langle Q\rangle\ge0$, while `hS` and `hH` split the augmented expectation values. The two calls of `exists_trial_state` produce $v$ and $w$, and `up` and `low` are inequalities (1) and (2). `lt_trichotomy` then separates the three cases, in which positive factors are cancelled as above.

`augmentation_witness` works through an example with two orthonormal orbitals at energies 0 and 5 and $E=1$. A charge of 3 is added to the second orbital, whose squared norm becomes 4. Its distance from $E$ falls from 4 to 1, so the levels become 0 and 2. The first orbital receives no charge and stays where it was. The entry `1 / 2` in the eigenvector matrix restores unit norm in the new overlap.
